# Pinned vertices drop out of a sum weighted by a clamped displacement

The vertices of a finite set each carry one real displacement, which is zero on a pinned set `S` and given by `y` on the remaining, free vertices. The lemma `sum_clamp` says that if each displacement is multiplied by the value of an arbitrary real function `g` at its vertex, the sum of these products over all vertices equals the sum over the free vertices alone. The spring constants and the graph play no part in it. The proof splits the full sum into a pinned and a free part, shows in `h1` that the first is zero and in `h2` that the second is the sum with `y`, and then joins the pieces.

Lean 4 with Mathlib refuses this proof:

```lean
import Mathlib

open Matrix

namespace SpringNetworkZeroModes

noncomputable section

/-- A network of springs: a graph with a symmetric, positive spring constant on each edge. -/
structure SpringNetwork (V : Type*) where
  /-- The graph whose edges are the springs. -/
  graph : SimpleGraph V
  /-- The spring constants; only the values on edges matter. -/
  k : V → V → ℝ
  symm : ∀ u v, graph.Adj u v → k u v = k v u
  pos : ∀ u v, graph.Adj u v → 0 < k u v

variable {V : Type*} [Fintype V] [DecidableEq V] (N : SpringNetwork V)

/-- The displacement of the whole network that vanishes on the pinned set `S` and equals `y`
on the free vertices. -/
def clamp (S : Finset V) (y : {v // v ∉ S} → ℝ) (v : V) : ℝ :=
  if h : v ∈ S then 0 else y ⟨v, h⟩

/-- A sum weighted by a clamped displacement only runs over the free vertices. -/
lemma sum_clamp (S : Finset V) (y : {v // v ∉ S} → ℝ) (g : V → ℝ) :
    ∑ v, clamp S y v * g v = ∑ a : {v // v ∉ S}, y a * g a := by
  have h1 : ∑ i : {v // v ∈ S}, clamp S y i * g i = 0 :=
    Finset.sum_eq_zero fun i _ => by simp [clamp, i.2]
  have h2 : ∑ i : {v // v ∉ S}, clamp S y i * g i = ∑ i : {v // v ∉ S}, y i * g i :=
    Finset.sum_congr rfl fun i _ => by simp [clamp, i.2]
  have h3 := Fintype.sum_subtype_add_sum_subtype (fun v => v ∈ S) (fun v => clamp S y v * g v)
  exact h3.symm.trans ((congrArg₂ (· + ·) h1 h2).trans (zero_add _))

end

end SpringNetworkZeroModes
```

Lean reports:

```
Main.lean:33:22: error: Application type mismatch: The argument
  Eq.trans (congrArg₂ (fun x1 x2 => x1 + x2) h1 h2) (zero_add (∑ i, y i * g ↑i))
has type
  ∑ i ∈ @Finset.univ (↥S) (Finset.Subtype.fintype S), clamp S y ↑i * g ↑i + ∑ i, clamp S y ↑i * g ↑i = ∑ i, y i * g ↑i
but is expected to have type
  ∑ i ∈ @Finset.univ (↥S) (Subtype.fintype fun v => v ∈ S), clamp S y ↑i * g ↑i + ∑ i, clamp S y ↑i * g ↑i =
    ∑ a, y a * g ↑a
in the application
  Eq.trans (Eq.symm h3) (Eq.trans (congrArg₂ (fun x1 x2 => x1 + x2) h1 h2) (zero_add (∑ i, y i * g ↑i)))
```

Cause. The error concerns the sum over the pinned vertices. A sum over a whole type needs a `Fintype` instance, which lists the type's elements, and here two different ones appear. In `h1` Lean chose `Finset.Subtype.fintype S`, while the sum in `h3` uses `Subtype.fintype fun v => v ∈ S`. Both list the same vertices, but Lean does not accept one for the other when `Eq.trans` has to match the two expressions, so the chain of equalities breaks.

The repair makes `h1` a statement about each pinned vertex separately: its term is zero. This contains no sum, and so no `Fintype` instance. `simp only` then uses `h1` to turn every term of the pinned sum inside `h3` into zero, and `Finset.sum_const_zero` removes that sum whichever instance it carries. After `zero_add`, `h3` equates the free sum with the full sum, and `h3.symm.trans h2` gives the result.

Fix (accepted with no message):

```diff
@@ -26,10 +26,11 @@
 lemma sum_clamp (S : Finset V) (y : {v // v ∉ S} → ℝ) (g : V → ℝ) :
     ∑ v, clamp S y v * g v = ∑ a : {v // v ∉ S}, y a * g a := by
-  have h1 : ∑ i : {v // v ∈ S}, clamp S y i * g i = 0 :=
-    Finset.sum_eq_zero fun i _ => by simp [clamp, i.2]
+  have h1 : ∀ i : {v // v ∈ S}, clamp S y i * g i = 0 :=
+    fun i => by simp [clamp, i.2]
   have h2 : ∑ i : {v // v ∉ S}, clamp S y i * g i = ∑ i : {v // v ∉ S}, y i * g i :=
     Finset.sum_congr rfl fun i _ => by simp [clamp, i.2]
   have h3 := Fintype.sum_subtype_add_sum_subtype (fun v => v ∈ S) (fun v => clamp S y v * g v)
-  exact h3.symm.trans ((congrArg₂ (· + ·) h1 h2).trans (zero_add _))
+  simp only [h1, Finset.sum_const_zero, zero_add] at h3
+  exact h3.symm.trans h2
 
 end
```
